# Spherical Bessel functions and a phase shift unique modulo π at real logarithmic derivative

Set $j_0=\sin x/x$, $n_0=-\cos x/x$ and $f_{l+1}=l f_l/x-f_l'$. For every $l=0,1,2,\dots$ and $x>0$, both $j_l$ and $n_l$ solve
$$x^2f''+2xf'+(x^2-l(l+1))f=0,\qquad x^2(j_ln_l'-j_l'n_l)=1.$$
For each real $L$, the solutions $\delta$ of $\cos\delta\,(j_l'-Lj_l)=\sin\delta\,(n_l'-Ln_l)$ are exactly $\delta_0+k\pi$, with $k$ an integer and $\delta_0$ one of them.

The physical problem is a particle of wave number $\kappa>0$ meeting a real spherical potential that vanishes beyond radius $R$. Up to a constant factor, the interior wave must join the free wave $\psi=\cos\delta\,j_l-\sin\delta\,n_l$ smoothly at $x=\kappa R$. This fixes the phase shifts used in muffin-tin multiple scattering, here for one site and one energy.

## Positive x: a sphere of finite radius at positive energy

Primes are derivatives in $x=\kappa r$, so $L$ is the radial logarithmic derivative $(d\psi/dr)/\psi$ at $r=R$, divided by $\kappa$. It is not the combined index $(l,m)$ of multiple-scattering texts.

```lean
import Mathlib

open Real Topology

namespace SingleSiteScattering

noncomputable section
```

`raise` uses the actual derivative, and `ladder` iterates it.

```lean
/-- The step `f ↦ l f / x - f'` that raises the angular momentum from `l` to `l + 1`,
meant for `x ≠ 0`. -/
def raise (l : ℕ) (f : ℝ → ℝ) : ℝ → ℝ := fun x => l * f x / x - deriv f x

/-- The radial functions generated from an s-wave `f` by repeated raising, for `x ≠ 0`. -/
def ladder (f : ℝ → ℝ) : ℕ → ℝ → ℝ
  | 0 => f
  | l + 1 => raise l (ladder f l)

/-- The spherical Bessel function `j_l`, generated from `sin x / x`, for `x ≠ 0`. -/
def sphJ (l : ℕ) : ℝ → ℝ := ladder (fun x => sin x / x) l
```

Many texts write $y_l$ for this $n_l$.

```lean
/-- The spherical Neumann function `n_l`, generated from `-cos x / x`, for `x ≠ 0`. -/
def sphN (l : ℕ) : ℝ → ℝ := ladder (fun x => -cos x / x) l
```

`SolvesRadial` includes twofold differentiability and speaks only of $x>0$.

```lean
/-- `f` is twice differentiable for `x > 0` and solves the free radial equation
`x² f'' + 2 x f' + (x² - l (l + 1)) f = 0` there. -/
def SolvesRadial (l : ℕ) (f : ℝ → ℝ) : Prop :=
  ∀ x, 0 < x → DifferentiableAt ℝ f x ∧ DifferentiableAt ℝ (deriv f) x ∧
    x ^ 2 * deriv (deriv f) x + 2 * x * deriv f x + (x ^ 2 - l * (l + 1)) * f x = 0

/-- The matching condition `cos δ (j_l' - L j_l) = sin δ (n_l' - L n_l)` at the point `x`. -/
def Matches (l : ℕ) (L x δ : ℝ) : Prop :=
  cos δ * (deriv (sphJ l) x - L * sphJ l x) = sin δ * (deriv (sphN l) x - L * sphN l x)

/-- The wave `cos δ j_l - sin δ n_l` outside the scatterer, for `x ≠ 0`. -/
def exteriorWave (l : ℕ) (δ : ℝ) : ℝ → ℝ :=
  fun x => cos δ * sphJ l x - sin δ * sphN l x
```

By hand, positivity permits every division by $x$. In the proofs it also supplies a neighbourhood on which a formula for $f'$ holds, so that it can be differentiated again. At $x=0$ the Wronskian relation would read $0=1$.

## An s-wave numerator with u″ = −u: free motion

Let $u'=v$, $v'=-u$ and $f=u/x$. Then $x^2f'=xv-u$, and
$$x^2f''+2xf'=(xv-u)'=xv'=-xu=-x^2f,$$
which is the equation for $l=0$. The sine and minus the cosine both qualify. The constant $u=1$ does not satisfy $v'=-u$, and it leaves $x$ instead of zero on the left.

```lean
/-- If `u' = v`, the s-wave `u / x` has derivative `(x v - u) / x²` at `x ≠ 0`. -/
theorem hasDerivAt_swave {u v : ℝ → ℝ} (hu : ∀ x, HasDerivAt u (v x) x) {x : ℝ}
    (hx : x ≠ 0) : HasDerivAt (fun y => u y / y) ((v x * x - u x) / x ^ 2) x :=
  ((hu x).fun_div (hasDerivAt_id' x) hx).congr_deriv (by ring)

/-- If `u' = v` and `v' = -u`, then `u / x` solves the radial equation with `l = 0`. -/
theorem solvesRadial_swave {u v : ℝ → ℝ} (hu : ∀ x, HasDerivAt u (v x) x)
    (hv : ∀ x, HasDerivAt v (-u x) x) : SolvesRadial 0 (fun y => u y / y) := by
  intro x hx
  have hx0 : x ≠ 0 := hx.ne'
  have hd := hasDerivAt_swave hu hx0
  have he : deriv (fun y => u y / y) =ᶠ[𝓝 x] fun y => (v y * y - u y) / y ^ 2 := by
    filter_upwards [Ioi_mem_nhds hx] with y hy
    exact (hasDerivAt_swave hu (ne_of_gt hy)).deriv
  have hp : HasDerivAt (fun y : ℝ => y ^ 2) (2 * x) x := by
    simpa using hasDerivAt_pow 2 x
  have h2 := ((((hv x).fun_mul (hasDerivAt_id' x)).fun_sub (hu x)).fun_div hp
    (pow_ne_zero 2 hx0)).congr_of_eventuallyEq he
  refine ⟨hd.differentiableAt, h2.differentiableAt, ?_⟩
  rw [h2.deriv, hd.deriv]
  simp only [Nat.cast_zero]
  field_simp
  ring
```

## A solution at l before raising to l + 1

Let $f$ solve the equation for $l$, and put $F=lf/x-f'$. Eliminating $f''$ gives
$$F'=\frac{lf'}{x}-\frac{lf}{x^2}-f''=f+\frac{(l+2)f'}{x}-\frac{l(l+2)f}{x^2}=f-\frac{l+2}{x}F.$$

```lean
/-- For a solution `f` of the radial equation with angular momentum `l`, the raised function
`F` satisfies `F' = f - (l + 2) F / x` at `x > 0`. -/
theorem hasDerivAt_raise {l : ℕ} {f : ℝ → ℝ} (hf : SolvesRadial l f) {x : ℝ} (hx : 0 < x) :
    HasDerivAt (raise l f) (f x - (l + 2) / x * raise l f x) x := by
  obtain ⟨h1, h2, h3⟩ := hf x hx
  have hx0 : x ≠ 0 := hx.ne'
  have h := ((h1.hasDerivAt.const_mul (l : ℝ)).fun_div (hasDerivAt_id' x) hx0).fun_sub
    h2.hasDerivAt
  -- the radial equation eliminates the second derivative
  have e : deriv (deriv f) x =
      (-(2 * x * deriv f x) - (x ^ 2 - l * (l + 1)) * f x) / x ^ 2 := by
    rw [eq_div_iff (pow_ne_zero 2 hx0)]
    linear_combination h3
  refine HasDerivAt.congr_deriv (f := raise l f) h ?_
  rw [e]
  simp only [raise]
  field_simp
  ring
```

Differentiate again and insert $f'=lf/x-F$:
$$x^2F''+2xF'=xlf-x^2F-lxF'+(l+2)F=\big((l+1)(l+2)-x^2\big)F.$$
For $f=x$, $l=0$, which is not a solution, raising gives $F=-1$, and the equation for $l=1$ fails.

```lean
/-- Raising turns a solution with angular momentum `l` into one with `l + 1`. -/
theorem solvesRadial_raise {l : ℕ} {f : ℝ → ℝ} (hf : SolvesRadial l f) :
    SolvesRadial (l + 1) (raise l f) := by
  intro x hx
  have hx0 : x ≠ 0 := hx.ne'
  have hd := hasDerivAt_raise hf hx
  have he : deriv (raise l f) =ᶠ[𝓝 x] fun y => f y - ((l : ℝ) + 2) / y * raise l f y := by
    filter_upwards [Ioi_mem_nhds hx] with y hy
    exact (hasDerivAt_raise hf hy).deriv
  have h2 := ((hf x hx).1.hasDerivAt.fun_sub
    (((hasDerivAt_const x ((l : ℝ) + 2)).fun_div (hasDerivAt_id' x) hx0).fun_mul
      hd)).congr_of_eventuallyEq he
  refine ⟨hd.differentiableAt, h2.differentiableAt, ?_⟩
  rw [h2.deriv, hd.deriv]
  simp only [raise]
  push_cast
  field_simp
  ring
```

Induction then covers both families.

```lean
/-- For every `l`, both `j_l` and `n_l` solve the spherical Bessel equation on `x > 0`. -/
theorem solvesRadial_sphJ_sphN (l : ℕ) : SolvesRadial l (sphJ l) ∧ SolvesRadial l (sphN l) := by
  induction l with
  | zero =>
    exact ⟨solvesRadial_swave hasDerivAt_sin hasDerivAt_cos,
      solvesRadial_swave (u := fun x => -cos x) (v := sin)
        (fun x => (hasDerivAt_cos x).fun_neg.congr_deriv (neg_neg _))
        (fun x => (hasDerivAt_sin x).congr_deriv (neg_neg _).symm)⟩
  | succ l ih => exact ⟨solvesRadial_raise ih.1, solvesRadial_raise ih.2⟩
```

The first-order relation also carries the Wronskian upwards. With $J,N$ the raised $j_l,n_l$, the terms in $(l+2)/x$ cancel:
$$JN'-J'N=Jn_l-j_lN=j_ln_l'-j_l'n_l.$$
At $l=0$ it equals $[\sin x(x\sin x+\cos x)+\cos x(x\cos x-\sin x)]/x^3=1/x^2$.

```lean
/-- The Wronskian relation `x² (j_l n_l' - j_l' n_l) = 1` for every `l` and `x > 0`. -/
theorem wronskian (l : ℕ) {x : ℝ} (hx : 0 < x) :
    x ^ 2 * (sphJ l x * deriv (sphN l) x - deriv (sphJ l) x * sphN l x) = 1 := by
  have hx0 : x ≠ 0 := hx.ne'
  induction l with
  | zero =>
    have hj : deriv (sphJ 0) x = (cos x * x - sin x) / x ^ 2 :=
      (hasDerivAt_swave hasDerivAt_sin hx0).deriv
    have hn : deriv (sphN 0) x = (sin x * x - -cos x) / x ^ 2 :=
      (hasDerivAt_swave (u := fun x => -cos x) (v := sin)
        (fun x => (hasDerivAt_cos x).fun_neg.congr_deriv (neg_neg _)) hx0).deriv
    rw [hj, hn, ← sin_sq_add_cos_sq x]
    simp only [sphJ, sphN, ladder]
    field_simp
    ring
  | succ l ih =>
    -- raising both functions leaves the Wronskian unchanged
    obtain ⟨h1, h2⟩ := solvesRadial_sphJ_sphN l
    change x ^ 2 * (raise l (sphJ l) x * deriv (raise l (sphN l)) x
      - deriv (raise l (sphJ l)) x * raise l (sphN l) x) = 1
    rw [(hasDerivAt_raise h1 hx).deriv, (hasDerivAt_raise h2 hx).deriv, ← ih]
    simp only [raise]
    ring
```

## Real L: no absorption, no node at the matching radius

Write $a=j_l'-Lj_l$ and $b=n_l'-Ln_l$. If both vanished, $j_ln_l'-j_l'n_l$ would be $Lj_ln_l-Lj_ln_l=0$, against the Wronskian. So $b=\rho\cos\delta_0$, $a=\rho\sin\delta_0$ with $\rho>0$, and the condition becomes $\rho\sin(\delta-\delta_0)=0$. The proof takes $\delta_0$ as the argument of the complex number $b+ia$.

```lean
/-- For every `l`, `x > 0` and real `L` there is a phase shift `δ` that meets the matching
condition, and the phases that meet it are exactly `δ + k π` with `k` an integer. -/
theorem exists_phaseShift (l : ℕ) {x : ℝ} (hx : 0 < x) (L : ℝ) :
    ∃ δ : ℝ, ∀ δ' : ℝ, Matches l L x δ' ↔ ∃ k : ℤ, δ' = δ + k * π := by
  have hW := wronskian l hx
  unfold Matches
  -- the Wronskian forbids that both coefficients vanish
  have hne : ¬(deriv (sphJ l) x - L * sphJ l x = 0 ∧
      deriv (sphN l) x - L * sphN l x = 0) := by
    rintro ⟨ha, hb⟩
    have : (0 : ℝ) = 1 := by
      linear_combination hW - x ^ 2 * sphJ l x * hb + x ^ 2 * sphN l x * ha
    exact zero_ne_one this
  generalize deriv (sphJ l) x - L * sphJ l x = a at hne ⊢
  generalize deriv (sphN l) x - L * sphN l x = b at hne ⊢
  -- polar form of the pair of coefficients
  let z : ℂ := ⟨b, a⟩
  have hb : ‖z‖ * cos z.arg = b := Complex.norm_mul_cos_arg z
  have ha : ‖z‖ * sin z.arg = a := Complex.norm_mul_sin_arg z
  have hz : ‖z‖ ≠ 0 := by
    intro h
    rw [h, zero_mul] at ha hb
    exact hne ⟨ha.symm, hb.symm⟩
  refine ⟨z.arg, fun δ' => ?_⟩
  have key : cos δ' * a = sin δ' * b ↔ sin (δ' - z.arg) = 0 := by
    rw [sin_sub]
    constructor
    · intro h
      apply mul_left_cancel₀ hz
      linear_combination sin δ' * hb - cos δ' * ha - h
    · intro h
      linear_combination sin δ' * hb - cos δ' * ha - ‖z‖ * h
  rw [key, sin_eq_zero_iff]
  constructor
  · rintro ⟨k, hk⟩
    exact ⟨k, by linarith⟩
  · rintro ⟨k, hk⟩
    exact ⟨k, by linarith⟩
```

The condition says $\psi'=L\psi$. If $\psi=0$, then $\psi'=0$, and
$$n_l'\psi-n_l\psi'=\frac{\cos\delta}{x^2},\qquad j_l'\psi-j_l\psi'=\frac{\sin\delta}{x^2}$$
would make sine and cosine vanish together. Hence $\psi\neq0$ and $\psi'/\psi=L$; the converse is multiplication by $\psi$. The explicit `≠ 0` matters because Lean evaluates division by zero as $0$, which would let a node pass for $L=0$.

```lean
/-- At `x > 0` the matching condition holds exactly when the exterior wave is nonzero at `x`
and has logarithmic derivative `L` there. -/
theorem matches_iff_logDeriv (l : ℕ) {x : ℝ} (hx : 0 < x) (L δ : ℝ) :
    Matches l L x δ ↔
      exteriorWave l δ x ≠ 0 ∧ deriv (exteriorWave l δ) x / exteriorWave l δ x = L := by
  have hW := wronskian l hx
  obtain ⟨h1, h2⟩ := solvesRadial_sphJ_sphN l
  have hd : deriv (exteriorWave l δ) x =
      cos δ * deriv (sphJ l) x - sin δ * deriv (sphN l) x :=
    (((h1 x hx).1.hasDerivAt.const_mul (cos δ)).fun_sub
      ((h2 x hx).1.hasDerivAt.const_mul (sin δ))).deriv
  rw [hd]
  unfold Matches exteriorWave
  constructor
  · intro h
    have hne : cos δ * sphJ l x - sin δ * sphN l x ≠ 0 := by
      intro h0
      -- the wave and its slope would both vanish, hence both amplitudes
      have h3 : cos δ * deriv (sphJ l) x - sin δ * deriv (sphN l) x = 0 := by
        linear_combination h + L * h0
      have hc : cos δ = 0 := by
        linear_combination (-cos δ) * hW + x ^ 2 * deriv (sphN l) x * h0
          - x ^ 2 * sphN l x * h3
      have hs : sin δ = 0 := by
        linear_combination (-sin δ) * hW + x ^ 2 * deriv (sphJ l) x * h0
          - x ^ 2 * sphJ l x * h3
      have := sin_sq_add_cos_sq δ
      rw [hc, hs] at this
      norm_num at this
    refine ⟨hne, ?_⟩
    rw [div_eq_iff hne]
    linear_combination h
  · rintro ⟨hne, h⟩
    rw [div_eq_iff hne] at h
    linear_combination h
```

For non-real $L$ no real $\delta$ works, since $\psi'/\psi$ is real. That the interior equation supplies a wave with the given $L$ is taken from outside the theorems.

A node has no finite $L$. Modelling the interior data as a nonzero pair $(p,q)$, with condition $q\psi'=p\psi$, would include it. For $l=0$, $\psi=\sin(x+\delta)/x$, so $L=\cot(x+\delta)-1/x$, and a hard sphere has $\delta=-x$ modulo $\pi$.

## A nonzero denominator: a finite tangent

If $b\neq0$, then $\cos\delta\neq0$: otherwise $b\sin\delta=0$ would force $\sin\delta=0$ too. Dividing gives $\tan\delta=a/b$. If $b=0$ at $x>0$, then $a\neq0$ and $\delta$ is an odd multiple of $\pi/2$; the phase exists, but its tangent diverges.

```lean
/-- A matching phase obeys `tan δ = (j_l' - L j_l) / (n_l' - L n_l)` whenever the denominator
is nonzero. -/
theorem tan_phaseShift {l : ℕ} {L x δ : ℝ} (h : Matches l L x δ)
    (hb : deriv (sphN l) x - L * sphN l x ≠ 0) :
    tan δ = (deriv (sphJ l) x - L * sphJ l x) / (deriv (sphN l) x - L * sphN l x) := by
  unfold Matches at h
  have hc : cos δ ≠ 0 := by
    intro hc
    rw [hc, zero_mul] at h
    have hs : sin δ = 0 := (mul_eq_zero.mp h.symm).resolve_right hb
    have := sin_sq_add_cos_sq δ
    rw [hc, hs] at this
    norm_num at this
  rw [tan_eq_sin_div_cos, div_eq_div_iff hc hb]
  linear_combination -h

end

end SingleSiteScattering
```

```lean
#print axioms SingleSiteScattering.exists_phaseShift
#print axioms SingleSiteScattering.matches_iff_logDeriv
#print axioms SingleSiteScattering.tan_phaseShift
```

```
'SingleSiteScattering.exists_phaseShift' depends on axioms: [propext, Classical.choice, Quot.sound]
'SingleSiteScattering.matches_iff_logDeriv' depends on axioms: [propext, Classical.choice, Quot.sound]
'SingleSiteScattering.tan_phaseShift' depends on axioms: [propext, Classical.choice, Quot.sound]
```
